# The SSH hopping function has a finite-range phase factor exactly when at least one of its two hopping amplitudes is zero

The theorem `finiteRange_phase_iff` concerns the hopping function h(k) = v + w exp(ik) of the non-interacting SSH chain, with arbitrary complex amplitudes v and w and k running over all real numbers. It states that a finite trigonometric polynomial f with f(k) |h(k)| = h(k) at every k exists if and only if vw = 0. For the forward direction, the attempt assumes vw ≠ 0, squares the relation to remove the modulus, and turns the result into an identity between polynomials in exp(ik), whose two sides have degrees of opposite parity. For the converse, it writes down an f with a single harmonic in each of the cases v = 0 and w = 0.

Lean 4 with Mathlib refuses this proof:

```lean
import Mathlib

open Polynomial ComplexConjugate

noncomputable section

namespace FiniteRangePhaseIff

/-- The Bloch phase `exp(ik)` at crystal momentum `k`. -/
def bloch (k : ℝ) : ℂ := Complex.exp (k * Complex.I)

/-- The SSH hopping function `h(k) = v + w exp(ik)` with intracell amplitude `v` and
intercell amplitude `w`. -/
def hop (v w : ℂ) (k : ℝ) : ℂ := v + w * bloch k

/-- A function of momentum has finite range if it is a finite trigonometric polynomial,
that is, a finite sum of terms `c n * exp(ikn)` with integer `n`. -/
def FiniteRange (f : ℝ → ℂ) : Prop :=
  ∃ (S : Finset ℤ) (c : ℤ → ℂ), ∀ k, f k = ∑ n ∈ S, c n * bloch k ^ n

/-- The Bloch phase has modulus one. -/
theorem norm_bloch (k : ℝ) : ‖bloch k‖ = 1 :=
  Complex.norm_exp_ofReal_mul_I k

/-- A finite-range function becomes an ordinary polynomial in `exp(ik)` after
multiplication by a suitable power of `exp(ik)`. -/
theorem exists_polynomial {f : ℝ → ℂ} (hf : FiniteRange f) :
    ∃ (N : ℕ) (P : ℂ[X]), ∀ k, f k * bloch k ^ N = P.eval (bloch k) := by
  obtain ⟨S, c, hc⟩ := hf
  refine ⟨∑ m ∈ S, m.natAbs,
    ∑ n ∈ S, C (c n) * X ^ (n + ((∑ m ∈ S, m.natAbs : ℕ) : ℤ)).toNat, fun k => ?_⟩
  rw [hc, Finset.sum_mul, Polynomial.eval_finsetSum]
  apply Finset.sum_congr rfl
  intro n hn
  have hle : n.natAbs ≤ ∑ m ∈ S, m.natAbs :=
    Finset.single_le_sum (f := fun m : ℤ => m.natAbs) (fun _ _ => Nat.zero_le _) hn
  generalize (∑ m ∈ S, m.natAbs) = N at hle ⊢
  -- the shift by `N` makes every exponent nonnegative
  have hN : ((n + (N : ℤ)).toNat : ℤ) = n + N := Int.toNat_of_nonneg (by omega)
  have hz : bloch k ≠ 0 := Complex.exp_ne_zero _
  simp only [eval_mul, eval_C, eval_pow, eval_X]
  rw [← zpow_natCast (bloch k) (n + (N : ℤ)).toNat, hN, zpow_add₀ hz, zpow_natCast,
    mul_assoc]

/-- Two polynomials that agree at every Bloch phase are equal. -/
theorem eq_of_eval_bloch {P Q : ℂ[X]} (h : ∀ k, P.eval (bloch k) = Q.eval (bloch k)) :
    P = Q := by
  have hinj : Set.InjOn bloch (Set.Icc 0 Real.pi) := by
    intro x hx y hy hxy
    apply Real.injOn_cos hx hy
    have h2 := congrArg Complex.re hxy
    simpa only [bloch, Complex.exp_ofReal_mul_I_re] using h2
  apply Polynomial.eq_of_infinite_eval_eq
  apply ((Set.Icc_infinite Real.pi_pos).image hinj).mono
  rintro _ ⟨k, _, rfl⟩
  exact h k

/-- If `f |h(k)| = h(k)`, then squaring removes the modulus:
`f² (v* exp(ik) + w*) = exp(ik) h(k)`, where the star is complex conjugation. -/
theorem phase_sq {v w f : ℂ} {k : ℝ} (hf : f * (‖hop v w k‖ : ℂ) = hop v w k) :
    f ^ 2 * (conj v * bloch k + conj w) = bloch k * hop v w k := by
  have hz : bloch k * conj (bloch k) = 1 := by
    rw [Complex.mul_conj, Complex.normSq_eq_norm_sq, norm_bloch]
    norm_num
  have hc : conj v * bloch k + conj w = bloch k * conj (hop v w k) := by
    simp only [hop, map_add, map_mul]
    linear_combination (-(conj w)) * hz
  rw [hc]
  by_cases h0 : hop v w k = 0
  · simp [h0]
  · have hn : hop v w k * conj (hop v w k) = (‖hop v w k‖ : ℂ) ^ 2 := by
      rw [Complex.mul_conj, Complex.normSq_eq_norm_sq, Complex.ofReal_pow]
    apply mul_right_cancel₀ h0
    linear_combination bloch k * f ^ 2 * hn +
      bloch k * (f * (‖hop v w k‖ : ℂ) + hop v w k) * hf

/-- For any complex amplitudes, a finite-range `f` with `h(k) = f(k) |h(k)|` at all momenta
exists if and only if `v w = 0`. -/
theorem finiteRange_phase_iff (v w : ℂ) :
    (∃ f, FiniteRange f ∧ ∀ k, f k * (‖hop v w k‖ : ℂ) = hop v w k) ↔ v * w = 0 := by
  constructor
  · rintro ⟨f, hf, hph⟩
    by_contra hvw
    have hv : conj v ≠ 0 := (map_ne_zero _).2 (left_ne_zero_of_mul hvw)
    have hw : w ≠ 0 := right_ne_zero_of_mul hvw
    obtain ⟨N, P, hP⟩ := exists_polynomial hf
    have key : P ^ 2 * (C (conj v) * X + C (conj w)) =
        X ^ (2 * N + 1) * (C w * X + C v) := by
      apply eq_of_eval_bloch
      intro k
      have h1 := phase_sq (hph k)
      simp only [eval_mul, eval_add, eval_C, eval_pow, eval_X]
      rw [← hP k]
      simp only [hop] at h1
      linear_combination (bloch k ^ (2 * N)) * h1
    -- compare degrees: odd on the left, even on the right
    have d1 : (C (conj v) * X + C (conj w)).natDegree = 1 := natDegree_linear hv
    have d2 : (C w * X + C v).natDegree = 1 := natDegree_linear hw
    have n1 : C (conj v) * X + C (conj w) ≠ 0 := by
      intro h
      rw [h] at d1
      simp at d1
    have n2 : C w * X + C v ≠ 0 := by
      intro h
      rw [h] at d2
      simp at d2
    have nX : (X : ℂ[X]) ^ (2 * N + 1) ≠ 0 := pow_ne_zero _ X_ne_zero
    have nP : P ≠ 0 := by
      intro h
      exact mul_ne_zero nX n2 (by rw [← key, h]; simp)
    have hd := congrArg natDegree key
    rw [natDegree_mul (pow_ne_zero 2 nP) n1, natDegree_mul nX n2, natDegree_pow,
      natDegree_X_pow, d1, d2] at hd
    omega
  · intro h
    have hu : ∀ u : ℂ, u / (‖u‖ : ℂ) * (‖u‖ : ℂ) = u := by
      intro u
      by_cases h0 : u = 0
      · simp [h0]
      · exact div_mul_cancel₀ _ (Complex.ofReal_ne_zero.2 (norm_ne_zero_iff.2 h0))
    -- a single harmonic suffices in each dimerised limit
    rcases mul_eq_zero.1 h with rfl | rfl
    · refine ⟨fun k => w / (‖w‖ : ℂ) * bloch k,
        ⟨{1}, fun _ => w / (‖w‖ : ℂ), fun k => by simp⟩, fun k => ?_⟩
      simp only [hop, zero_add, norm_mul, norm_bloch, mul_one]
      linear_combination bloch k * hu w
    · refine ⟨fun _ => v / (‖v‖ : ℂ),
        ⟨{0}, fun _ => v / (‖v‖ : ℂ), fun k => by simp⟩, fun k => ?_⟩
      simp only [hop, zero_mul, add_zero]
      exact hu v

end FiniteRangePhaseIff
```

Lean reports:

```
Main.lean:84:29: error: Ambiguous term
  map_ne_zero
Possible interpretations:
  _root_.map_ne_zero ?m.62 : ?m.62 ?m.63 ≠ 0 ↔ ?m.63 ≠ 0
  
  Polynomial.map_ne_zero ?m.62 : map ?m.61 ?m.60 ≠ 0
```

The mended proof, as a diff:

```diff
@@ -82,5 +82,5 @@
   · rintro ⟨f, hf, hph⟩
     by_contra hvw
-    have hv : conj v ≠ 0 := (map_ne_zero _).2 (left_ne_zero_of_mul hvw)
+    have hv : conj v ≠ 0 := (_root_.map_ne_zero _).2 (left_ne_zero_of_mul hvw)
     have hw : w ≠ 0 := right_ne_zero_of_mul hvw
     obtain ⟨N, P, hP⟩ := exists_polynomial hf
```

Cause. The error is a name clash, in the step that derives `conj v ≠ 0` from v ≠ 0. Because the file has `open Polynomial`, the short name `map_ne_zero` can mean either `_root_.map_ne_zero` or `Polynomial.map_ne_zero`. The first is an equivalence, saying that the image of an element is nonzero if and only if the element is; the second concludes that a mapped polynomial is nonzero.

Only the first suits the `.2` that follows, which takes the backward direction of an equivalence. But Lean has to settle the term in parentheses before it applies `.2`, and at that point `map_ne_zero _` is acceptable under both readings, so it reports an ambiguity.

The diff writes `_root_.map_ne_zero`, which leaves only the equivalence. Its backward direction then turns `left_ne_zero_of_mul hvw`, the proof that v ≠ 0, into the required `conj v ≠ 0`. The rest of the proof is unchanged.
